# Second-order picture change of a two-electron operator odd in both electrons

Let $n$ be a finite set labelling the upper components and, separately, the lower ones; spin may be part of the label. One-electron operators are complex matrices over `n ⊕ n` in an orthonormal basis, and two-electron operators are matrices over pairs of these indices.

In Lean 4 with Mathlib:

```lean
import Mathlib

open Matrix Filter Topology
open scoped Kronecker

namespace GauntPictureChange

noncomputable section

variable {n : Type*} [Fintype n] [DecidableEq n]

/-- One-electron operators on upper and lower components. -/
abbrev One (n : Type*) := Matrix (n ⊕ n) (n ⊕ n) ℂ

/-- Two-electron operators on the tensor square of the one-electron space. -/
abbrev Two (n : Type*) := Matrix ((n ⊕ n) × (n ⊕ n)) ((n ⊕ n) × (n ⊕ n)) ℂ
```

Let $\beta=\mathrm{diag}(1,-1)$, $p=\mathrm{diag}(1,0)$ (`upper`) and $P=p\otimes p$ (`bothUpper`). Write $A_1=A\otimes1$ (`onFirst`) and $A_2=1\otimes A$ (`onSecond`). "Odd" means anticommuting with $\beta$, or with $\beta_i$ for electron $i$.

```lean
/-- The Dirac matrix `β = diag(1, -1)`. -/
def beta : One n := fromBlocks 1 0 0 (-1)

/-- The projector on the upper components of one electron. -/
def upper : One n := fromBlocks 1 0 0 0

/-- The projector `P` on the upper components of both electrons. -/
def bothUpper : Two n := upper ⊗ₖ upper

/-- A one-electron operator acting on electron 1, `A ↦ A ⊗ 1`. -/
def onFirst : One n →+* Two n where
  toFun A := A ⊗ₖ (1 : One n)
  map_one' := Matrix.one_kronecker_one
  map_mul' A B := by rw [← Matrix.mul_kronecker_mul, mul_one]
  map_zero' := Matrix.zero_kronecker _
  map_add' A B := Matrix.add_kronecker A B 1

/-- A one-electron operator acting on electron 2, `A ↦ 1 ⊗ A`. -/
def onSecond : One n →+* Two n where
  toFun A := (1 : One n) ⊗ₖ A
  map_one' := Matrix.one_kronecker_one
  map_mul' A B := by rw [← Matrix.mul_kronecker_mul, mul_one]
  map_zero' := Matrix.kronecker_zero _
  map_add' A B := Matrix.kronecker_add 1 A B
```

Besides the commutator $[A,X]$ we use $SXC-CXS$ (`twist S C X`). For real $t$ and a fixed matrix $W$, let $U=e^{tW}\otimes e^{tW}$ (`frame`), $C=\cosh tW$ and $S=\sinh tW$. $U$ is unitary if $W$ is anti-Hermitian, which is not required.

```lean
/-- The commutator `[A, X]`. -/
def comm {R : Type*} [Ring R] (A X : R) : R := A * X - X * A

/-- The dressed commutator `S X C - C X S`. -/
def twist {R : Type*} [Ring R] (S C X : R) : R := S * X * C - C * X * S

/-- The picture change `U = exp(tW) ⊗ exp(tW)` of both electrons. -/
def frame (W : One n) (t : ℝ) : Two n :=
  NormedSpace.exp (t • W) ⊗ₖ NormedSpace.exp (t • W)

/-- The hyperbolic cosine of `tW`. -/
def coshPart (W : One n) (t : ℝ) : One n :=
  (1 / 2 : ℝ) • (NormedSpace.exp (t • W) + NormedSpace.exp (-(t • W)))

/-- The hyperbolic sine of `tW`. -/
def sinhPart (W : One n) (t : ℝ) : One n :=
  (1 / 2 : ℝ) • (NormedSpace.exp (t • W) - NormedSpace.exp (-(t • W)))
```

## (a) Operators on different electrons

Show that $A_1B_2=B_2A_1=A\otimes B$.

Both products follow from $(A\otimes B)(A'\otimes B')=AA'\otimes BB'$.

```lean
/-- Operators on different electrons commute, and their product is the tensor product. -/
theorem electrons (A B : One n) :
    onFirst A * onSecond B = A ⊗ₖ B ∧ onSecond B * onFirst A = A ⊗ₖ B := by
  constructor
  · change (A ⊗ₖ (1 : One n)) * ((1 : One n) ⊗ₖ B) = _
    rw [← Matrix.mul_kronecker_mul, mul_one, one_mul]
  · change ((1 : One n) ⊗ₖ B) * (A ⊗ₖ (1 : One n)) = _
    rw [← Matrix.mul_kronecker_mul, mul_one, one_mul]
```

## (b) The block of an odd operator

Let $b$ be $\beta_1$ or $\beta_2$, and $bX=-Xb$. Show that $PXP=0$.

Since $Pb=bP=P$, we have $PXP=PbXP=-PXbP=-PXP$.

The code does this with `linear_combination (norm := noncomm_ring)`. Each hypothesis is multiplied by operators on the left and right, and `noncomm_ring` checks that the sum gives the goal without reordering factors. Here `bothUpper * hX * bothUpper` is the anticommutation rule placed between two projectors. The same device carries the algebra in (c), (e) and (h).

```lean
/-- A two-electron operator that anticommutes with `β` of either electron has no
upper-upper block. -/
theorem upper_block_of_odd {b X : Two n} (hb : b = onFirst beta ∨ b = onSecond beta)
    (hX : b * X = -(X * b)) : bothUpper * X * bothUpper = 0 := by
  have h1 : (upper : One n) * beta = upper := by simp [upper, beta, fromBlocks_multiply]
  have h2 : (beta : One n) * upper = upper := by simp [upper, beta, fromBlocks_multiply]
  have hP : bothUpper * b = bothUpper ∧ b * bothUpper = bothUpper := by
    rcases hb with rfl | rfl
    · change (upper ⊗ₖ upper) * (beta ⊗ₖ (1 : One n)) = upper ⊗ₖ upper ∧
        (beta ⊗ₖ (1 : One n)) * (upper ⊗ₖ upper) = upper ⊗ₖ upper
      rw [← Matrix.mul_kronecker_mul, ← Matrix.mul_kronecker_mul, h1, h2, mul_one, one_mul]
      exact ⟨rfl, rfl⟩
    · change (upper ⊗ₖ upper) * ((1 : One n) ⊗ₖ beta) = upper ⊗ₖ upper ∧
        ((1 : One n) ⊗ₖ beta) * (upper ⊗ₖ upper) = upper ⊗ₖ upper
      rw [← Matrix.mul_kronecker_mul, ← Matrix.mul_kronecker_mul, h1, h2, mul_one, one_mul]
      exact ⟨rfl, rfl⟩
  obtain ⟨hl, hr⟩ := hP
  -- the block equals its own negative
  have h : bothUpper * X * bothUpper + bothUpper * X * bothUpper = 0 := by
    linear_combination (norm := noncomm_ring) bothUpper * hX * bothUpper
      - hl * X * bothUpper - bothUpper * X * hr
  calc bothUpper * X * bothUpper
      = (1 / 2 : ℝ) • (bothUpper * X * bothUpper + bothUpper * X * bothUpper) := by module
    _ = 0 := by rw [h, smul_zero]
```

## (c) Which terms survive

Let $b$ be as in (b), and, in this part only, let $C,S$ be any two-electron operators with $C$ commuting and $S,X$ anticommuting with $b$. Show that
$$P(C+S)X(C-S)P=P(SXC-CXS)P.$$

The product expands to $CXC-SXS+SXC-CXS$. The first two terms are odd, so (b) removes them.

```lean
/-- If `C` is even and `S` and `X` are odd for one electron, the upper-upper block of
`(C + S) X (C - S)` is that of `S X C - C X S`. -/
theorem one_odd_factor {b C S X : Two n} (hb : b = onFirst beta ∨ b = onSecond beta)
    (hC : b * C = C * b) (hS : b * S = -(S * b)) (hX : b * X = -(X * b)) :
    bothUpper * ((C + S) * X * (C - S)) * bothUpper = bothUpper * twist S C X * bothUpper := by
  have hY : b * (C * X * C - S * X * S) = -((C * X * C - S * X * S) * b) := by
    linear_combination (norm := noncomm_ring) hC * X * C + C * hX * C - C * X * hC
      - hS * X * S + S * hX * S - S * X * hS
  have h0 := upper_block_of_odd hb hY
  unfold twist
  linear_combination (norm := noncomm_ring) h0
```

## (d) Parity of the hyperbolic functions

For odd $W$, show that $\beta C=C\beta$ and $\beta S=-S\beta$.

As $\beta^2=1$, $\beta e^{tW}\beta=e^{t\beta W\beta}=e^{-tW}$. Conjugation swaps the two exponentials, so their half-sum is unchanged and their half-difference changes sign.

```lean
/-- For odd `W`, `cosh(tW)` commutes and `sinh(tW)` anticommutes with `β`. -/
theorem cosh_sinh_parity {W : One n} (hW : beta * W = -(W * beta)) (t : ℝ) :
    beta * coshPart W t = coshPart W t * beta ∧
      beta * sinhPart W t = -(sinhPart W t * beta) := by
  have hb : (beta : One n) * beta = 1 := by simp [beta, fromBlocks_multiply]
  -- conjugation by β reverses the exponent
  have key : ∀ A : One n, beta * A = -(A * beta) →
      beta * NormedSpace.exp A = NormedSpace.exp (-A) * beta := by
    intro A hA
    have h0 := Matrix.exp_conj beta A ⟨⟨beta, beta, hb, hb⟩, rfl⟩
    have h1 : beta * A * beta = -A := by rw [hA, neg_mul, mul_assoc, hb, mul_one]
    rw [Matrix.inv_eq_right_inv hb, h1] at h0
    rw [h0, mul_assoc, hb, mul_one]
  have hA : beta * (t • W) = -((t • W) * beta) := by
    rw [mul_smul_comm, smul_mul_assoc, hW, smul_neg]
  have h1 := key _ hA
  have h2 := key (-(t • W)) (by rw [mul_neg, neg_mul, hA])
  rw [neg_neg] at h2
  constructor
  · rw [coshPart, mul_smul_comm, smul_mul_assoc, mul_add, add_mul, h1, h2]
    module
  · rw [sinhPart, mul_smul_comm, smul_mul_assoc, mul_sub, sub_mul, h1, h2]
    module
```

## (e) The transformed block at finite $t$

Let $W$ be odd and $G$ odd for each electron. With $D_i(X)=S_iXC_i-C_iXS_i$, show that
$$PUGU^{-1}P=P\,D_1(D_2(G))\,P.$$

Since $e^{\pm tW}=C\pm S$, $U^{-1}=(C-S)\otimes(C-S)$. By (a),
$$UGU^{-1}=(C_2+S_2)Y(C_2-S_2),\quad Y=(C_1+S_1)G(C_1-S_1).$$
$Y$ is odd for electron 2, so (c) leaves $D_2(Y)$. Electron-1 factors commute with $C_2,S_2$, hence $D_2(Y)=(C_1+S_1)D_2(G)(C_1-S_1)$ (`sw`). $D_2(G)$ is odd for electron 1 (`hT`), and (c) applies again.

```lean
/-- For odd `W` and `G` odd in both electrons, the upper-upper block of `U G U⁻¹` at any `t`
is that of two nested dressed commutators, one for each electron. -/
theorem transformed_block {W : One n} {G : Two n} (hW : beta * W = -(W * beta))
    (h1 : onFirst beta * G = -(G * onFirst beta))
    (h2 : onSecond beta * G = -(G * onSecond beta)) (t : ℝ) :
    bothUpper * (frame W t * G * (frame W t)⁻¹) * bothUpper =
      bothUpper * twist (onFirst (sinhPart W t)) (onFirst (coshPart W t))
        (twist (onSecond (sinhPart W t)) (onSecond (coshPart W t)) G) * bothUpper := by
  obtain ⟨hC, hS⟩ := cosh_sinh_parity hW t
  have hE : NormedSpace.exp (t • W) = coshPart W t + sinhPart W t := by
    simp only [coshPart, sinhPart]; module
  have hF : NormedSpace.exp (-(t • W)) = coshPart W t - sinhPart W t := by
    simp only [coshPart, sinhPart]; module
  have hEF : (coshPart W t + sinhPart W t) * (coshPart W t - sinhPart W t) = 1 := by
    rw [← hE, ← hF, ← Matrix.exp_add_of_commute _ _ (Commute.refl (t • W)).neg_right,
      add_neg_cancel, NormedSpace.exp_zero]
  rw [frame, hE]
  clear hE hF
  revert hC hS hEF
  generalize coshPart W t = C
  generalize sinhPart W t = S
  intro hC hS hEF
  have hinv : ((C + S) ⊗ₖ (C + S))⁻¹ = (C - S) ⊗ₖ (C - S) :=
    Matrix.inv_eq_right_inv (by
      rw [← Matrix.mul_kronecker_mul, hEF, Matrix.one_kronecker_one])
  have q : ∀ A B : One n, onSecond B * onFirst A = onFirst A * onSecond B :=
    fun A B => (electrons A B).2.trans (electrons A B).1.symm
  have e : (C + S) ⊗ₖ (C + S) * G * (C - S) ⊗ₖ (C - S) =
      (onSecond C + onSecond S) * (onFirst (C + S) * G * onFirst (C - S))
        * (onSecond C - onSecond S) := by
    rw [← map_add onSecond C S, ← map_sub onSecond C S, ← (electrons (C + S) (C + S)).2,
      ← (electrons (C - S) (C - S)).1]
    simp only [mul_assoc]
  have hX : onSecond beta * (onFirst (C + S) * G * onFirst (C - S)) =
      -(onFirst (C + S) * G * onFirst (C - S) * onSecond beta) := by
    linear_combination (norm := noncomm_ring) q (C + S) beta * G * onFirst (C - S)
      + onFirst (C + S) * h2 * onFirst (C - S) - onFirst (C + S) * G * q (C - S) beta
  -- electron 2 first
  rw [hinv, e, one_odd_factor (Or.inr rfl)
    (by rw [← map_mul, ← map_mul, hC]) (by rw [← map_mul, ← map_mul, ← map_neg, hS]) hX]
  have sw : twist (onSecond S) (onSecond C) (onFirst (C + S) * G * onFirst (C - S)) =
      (onFirst C + onFirst S) * twist (onSecond S) (onSecond C) G
        * (onFirst C - onFirst S) := by
    rw [← map_add onFirst C S, ← map_sub onFirst C S]
    unfold twist
    linear_combination (norm := noncomm_ring)
      q (C + S) S * (G * onFirst (C - S) * onSecond C)
      - onFirst (C + S) * onSecond S * G * q (C - S) C
      - q (C + S) C * (G * onFirst (C - S) * onSecond S)
      + onFirst (C + S) * onSecond C * G * q (C - S) S
  have hT : onFirst beta * twist (onSecond S) (onSecond C) G =
      -(twist (onSecond S) (onSecond C) G * onFirst beta) := by
    unfold twist
    linear_combination (norm := noncomm_ring)
      onSecond S * h1 * onSecond C - q beta S * G * onSecond C + onSecond S * G * q beta C
      - onSecond C * h1 * onSecond S + q beta C * G * onSecond S - onSecond C * G * q beta S
  -- then electron 1
  rw [sw, one_odd_factor (Or.inl rfl)
    (by rw [← map_mul, ← map_mul, hC]) (by rw [← map_mul, ← map_mul, ← map_neg, hS]) hT]
```

## (f) Small $t$

Show that $S/t\to W$ and $C\to1$ as $t\to0$, $t\neq0$.

Insert $e^{\pm tW}=1\pm tW+O(t^2)$. The code obtains the same limits from the derivative and continuity of the exponential at zero.

```lean
/-- As `t → 0`, `sinh(tW)/t` tends to `W` and `cosh(tW)` tends to the identity. -/
theorem sinh_cosh_limits (W : One n) :
    Tendsto (fun t : ℝ => t⁻¹ • sinhPart W t) (𝓝[≠] 0) (𝓝 W) ∧
      Tendsto (fun t : ℝ => coshPart W t) (𝓝[≠] 0) (𝓝 1) := by
  have key : ∀ A : One n,
      Tendsto (fun t : ℝ => t⁻¹ • (NormedSpace.exp (t • A) - 1)) (𝓝[≠] 0) (𝓝 A) ∧
        Tendsto (fun t : ℝ => NormedSpace.exp (t • A)) (𝓝[≠] 0) (𝓝 1) := by
    intro A
    open scoped Matrix.Norms.Operator in
    have hd := hasDerivAt_exp_smul_const A (0 : ℝ)
    have hs := hd.tendsto_slope_zero
    have hc := hd.continuousAt.tendsto.mono_left (nhdsWithin_le_nhds (s := {0}ᶜ))
    simp only [zero_add, zero_smul, NormedSpace.exp_zero, one_mul] at hs hc
    exact ⟨hs, hc⟩
  obtain ⟨a1, a2⟩ := key W
  obtain ⟨b1, b2⟩ := key (-W)
  constructor
  · have h := (a1.sub b1).const_smul (1 / 2 : ℝ)
    rw [show (1 / 2 : ℝ) • (W - -W) = W by module] at h
    refine h.congr fun t => ?_
    simp only [sinhPart, smul_neg]
    module
  · have h := (a2.add b2).const_smul (1 / 2 : ℝ)
    rw [show (1 / 2 : ℝ) • ((1 : One n) + 1) = 1 by module] at h
    refine h.congr fun t => ?_
    simp only [coshPart, smul_neg]
```

## (g) The lost term and its leading order

Under the assumptions of (e), show that $PGP=0$ and
$$\frac{PUGU^{-1}P}{t^2}\to P[W_1,[W_2,G]]P\qquad(t\to0,\ t\ne0).$$

The first claim is (b). For the second, divide (e) by $t^2$, giving one $1/t$ to each $S$. By (f) and continuity of multiplication, $D_2(G)/t\to[W_2,G]$, and the outer step gives the other commutator.

The Gaunt interaction is proportional to $\boldsymbol\alpha_1\cdot\boldsymbol\alpha_2/r_{12}$. It is odd for each electron because the Dirac matrices $\boldsymbol\alpha$ anticommute with $\beta$, and nothing else about it is used. In a two-component calculation that keeps only the upper-upper block, leaving $G$ untransformed therefore drops this interaction altogether; what is lost is $PUGU^{-1}P$. $W$ need not decouple any Hamiltonian, and the limit can vanish, as for $W=0$.

```lean
/-- For odd `W` and `G` odd in both electrons, the untransformed block `P G P` vanishes, while
`P U G U⁻¹ P / t²` tends to `P [W₁, [W₂, G]] P` as `t → 0`. -/
theorem gaunt_picture_change {W : One n} {G : Two n} (hW : beta * W = -(W * beta))
    (h1 : onFirst beta * G = -(G * onFirst beta))
    (h2 : onSecond beta * G = -(G * onSecond beta)) :
    bothUpper * G * bothUpper = 0 ∧
    Tendsto (fun t : ℝ =>
        (t ^ 2)⁻¹ • (bothUpper * (frame W t * G * (frame W t)⁻¹) * bothUpper))
      (𝓝[≠] 0) (𝓝 (bothUpper * comm (onFirst W) (comm (onSecond W) G) * bothUpper)) := by
  refine ⟨upper_block_of_odd (Or.inl rfl) h1, ?_⟩
  obtain ⟨hs, hc⟩ := sinh_cosh_limits W
  have c1 : Continuous (fun A : One n => onFirst A) :=
    continuous_matrix fun i j =>
      (continuous_id.matrix_elem i.1 j.1).mul continuous_const
  have c2 : Continuous (fun A : One n => onSecond A) :=
    continuous_matrix fun i j =>
      continuous_const.mul (continuous_id.matrix_elem i.2 j.2)
  have s1 := (c1.tendsto W).comp hs
  have s2 := (c2.tendsto W).comp hs
  have k1 := (c1.tendsto 1).comp hc
  have k2 := (c2.tendsto 1).comp hc
  have g : Tendsto (fun _ : ℝ => G) (𝓝[≠] 0) (𝓝 G) := tendsto_const_nhds
  have x := ((s2.mul g).mul k2).sub ((k2.mul g).mul s2)
  have y := ((s1.mul x).mul k1).sub ((k1.mul x).mul s1)
  have z := (y.const_mul bothUpper).mul_const bothUpper
  simp only [map_one, mul_one, one_mul] at z
  refine z.congr fun t => ?_
  -- one factor 1/t goes to each hyperbolic sine
  have m1 : onFirst (t⁻¹ • sinhPart W t) = t⁻¹ • onFirst (sinhPart W t) :=
    Matrix.smul_kronecker _ _ _
  have m2 : onSecond (t⁻¹ • sinhPart W t) = t⁻¹ • onSecond (sinhPart W t) :=
    Matrix.kronecker_smul _ _ _
  rw [transformed_block hW h1 h2, show (t ^ 2)⁻¹ = t⁻¹ * t⁻¹ by rw [sq, mul_inv]]
  simp only [Function.comp_apply, m1, m2, twist, smul_mul_assoc, mul_smul_comm,
    ← smul_sub, smul_smul]
```

## (h) Current-current form

For $G=\sum_kA_k\otimes B_k$ over a finite index set, with $W,A_k,B_k$ odd, show that the limit is
$$P\Big(\sum_k[W,A_k]\otimes[W,B_k]\Big)P.$$

Each term is odd for both electrons, so (g) applies. By (a), $[W_2,A_k\otimes B_k]=A_k\otimes[W,B_k]$; the commutator with $W_1$ then acts on $A_k$ alone.

```lean
/-- For a current-current interaction `∑ Aₖ ⊗ Bₖ` with odd `Aₖ`, `Bₖ` and odd `W`, the limit of
`P U G U⁻¹ P / t²` is the upper-upper block of `∑ [W, Aₖ] ⊗ [W, Bₖ]`. -/
theorem current_current_limit {ι : Type*} [Fintype ι] {W : One n} {A B : ι → One n}
    (hW : beta * W = -(W * beta)) (hA : ∀ k, beta * A k = -(A k * beta))
    (hB : ∀ k, beta * B k = -(B k * beta)) :
    Tendsto (fun t : ℝ => (t ^ 2)⁻¹ •
        (bothUpper * (frame W t * (∑ k, A k ⊗ₖ B k) * (frame W t)⁻¹) * bothUpper))
      (𝓝[≠] 0) (𝓝 (bothUpper * (∑ k, comm W (A k) ⊗ₖ comm W (B k)) * bothUpper)) := by
  have q : ∀ X Y : One n, onSecond Y * onFirst X = onFirst X * onSecond Y :=
    fun X Y => (electrons X Y).2.trans (electrons X Y).1.symm
  have h1 : onFirst beta * (∑ k, A k ⊗ₖ B k) = -((∑ k, A k ⊗ₖ B k) * onFirst beta) := by
    rw [Finset.mul_sum, Finset.sum_mul, ← Finset.sum_neg_distrib]
    refine Finset.sum_congr rfl fun k _ => ?_
    have h : onFirst beta * onFirst (A k) = -(onFirst (A k) * onFirst beta) := by
      rw [← map_mul, ← map_mul, ← map_neg, hA]
    rw [← (electrons (A k) (B k)).1]
    linear_combination (norm := noncomm_ring) h * onSecond (B k) + onFirst (A k) * q beta (B k)
  have h2 : onSecond beta * (∑ k, A k ⊗ₖ B k) = -((∑ k, A k ⊗ₖ B k) * onSecond beta) := by
    rw [Finset.mul_sum, Finset.sum_mul, ← Finset.sum_neg_distrib]
    refine Finset.sum_congr rfl fun k _ => ?_
    have h : onSecond beta * onSecond (B k) = -(onSecond (B k) * onSecond beta) := by
      rw [← map_mul, ← map_mul, ← map_neg, hB]
    rw [← (electrons (A k) (B k)).1]
    linear_combination (norm := noncomm_ring) q (A k) beta * onSecond (B k) + onFirst (A k) * h
  -- the double commutator factorises term by term
  have e : comm (onFirst W) (comm (onSecond W) (∑ k, A k ⊗ₖ B k)) =
      ∑ k, comm W (A k) ⊗ₖ comm W (B k) := by
    simp only [comm, Finset.mul_sum, Finset.sum_mul, ← Finset.sum_sub_distrib]
    refine Finset.sum_congr rfl fun k _ => ?_
    have k1 := q W (W * B k)
    have k2 := q W (B k * W)
    rw [← (electrons (A k) (B k)).1, ← (electrons (W * A k - A k * W) _).1]
    simp only [map_sub, map_mul] at k1 k2 ⊢
    linear_combination (norm := noncomm_ring) onFirst W * q (A k) W * onSecond (B k)
      - q (A k) W * onSecond (B k) * onFirst W - onFirst (A k) * k1 + onFirst (A k) * k2
  rw [← e]
  exact (gaunt_picture_change hW h1 h2).2
```

## (i) A nonzero limit

Take $W=\begin{pmatrix}0&1\\-1&0\end{pmatrix}$, $a=\begin{pmatrix}0&1\\1&0\end{pmatrix}$ in blocks and $G=a\otimes a$. Show that $W$ and $a$ are odd, that the limit is $4P$, and that $P\neq0$ if $n$ is nonempty.

Both matrices are block off-diagonal, hence odd. Here $[W,a]=2\beta$, so $p[W,a]p=2p$ and (h) gives $4P$. A diagonal upper-upper entry of $P$ is 1.

These are test matrices, not a Gaunt interaction. For one orbital, with spin left out of the label, $e^{tW}$ is a rotation and the upper-upper entry of $UGU^{-1}$, which belongs to a singlet pair in that orbital, is $\sin^22t$. At $t=0.1$ it is about $0.03947$; divided by $t^2$, this is $3.947$, close to 4.

```lean
/-- For `W = [[0, 1], [-1, 0]]` and `G = a ⊗ a` with `a = [[0, 1], [1, 0]]`, both odd, the limit
of `P U G U⁻¹ P / t²` is `4 P`, and `P` is not zero when there is at least one orbital. -/
theorem gaunt_picture_change_witness [Nonempty n] :
    let W : One n := fromBlocks 0 1 (-1) 0
    let a : One n := fromBlocks 0 1 1 0
    beta * W = -(W * beta) ∧ beta * a = -(a * beta) ∧ (bothUpper : Two n) ≠ 0 ∧
    Tendsto (fun t : ℝ =>
        (t ^ 2)⁻¹ • (bothUpper * (frame W t * (a ⊗ₖ a) * (frame W t)⁻¹) * bothUpper))
      (𝓝[≠] 0) (𝓝 ((4 : ℂ) • bothUpper)) := by
  intro W a
  have hW : beta * W = -(W * beta) := by
    simp [W, beta, fromBlocks_multiply, fromBlocks_neg]
  have ha : beta * a = -(a * beta) := by
    simp [a, beta, fromBlocks_multiply, fromBlocks_neg]
  refine ⟨hW, ha, ?_, ?_⟩
  · intro h
    obtain ⟨i⟩ := ‹Nonempty n›
    have h' := congrFun (congrFun h (Sum.inl i, Sum.inl i)) (Sum.inl i, Sum.inl i)
    simp [bothUpper, upper] at h'
  · have h := current_current_limit (ι := Unit) hW (fun _ => ha) (fun _ => ha)
    simp only [Finset.univ_unique, Finset.sum_singleton] at h
    have hc : upper * comm W a * upper = upper + upper := by
      simp [comm, W, a, upper, fromBlocks_multiply, sub_eq_add_neg, fromBlocks_neg,
        fromBlocks_add]
    have e : bothUpper * (comm W a ⊗ₖ comm W a) * bothUpper = (4 : ℂ) • bothUpper := by
      rw [bothUpper, ← Matrix.mul_kronecker_mul, ← Matrix.mul_kronecker_mul, hc]
      ext i j
      change ((upper : One n) i.1 j.1 + (upper : One n) i.1 j.1) *
          ((upper : One n) i.2 j.2 + (upper : One n) i.2 j.2) =
        (4 : ℂ) * ((upper : One n) i.1 j.1 * (upper : One n) i.2 j.2)
      ring
    rwa [e] at h

end

end GauntPictureChange
```
```lean
#print axioms GauntPictureChange.gaunt_picture_change
#print axioms GauntPictureChange.current_current_limit
```

```
'GauntPictureChange.gaunt_picture_change' depends on axioms: [propext, Classical.choice, Quot.sound]
'GauntPictureChange.current_current_limit' depends on axioms: [propext, Classical.choice, Quot.sound]
```
